# Finite one-dimensional k-meshes closed under momentum transfer are shifted uniform grids

Take two distinct crystal momenta $a,b$ in $\mathbb R/\mathbb Z$, measured in units of the reciprocal lattice vector. Suppose that adding the transfer $a-b$ to either point gives a point of the pair again. Then $a-b+a$ is $a$ or $b$. It is not $a$, since $a\neq b$, so it is $b$ and $2(a-b)=0$. The points therefore lie half a period apart. The transfer permutes the mesh, and this fixes the spacing.

## From a permutation to equal spacing

Let $K\subset\mathbb R/\mathbb Z$ be finite. It has $N$ points and contains $a-b+c$ whenever it contains $a,b,c$ if and only if, for some real $s$,
$$K=\{(r+s)/N \bmod 1 : r=0,\dots,N-1\}.$$

For $N=0$ both sides describe the empty set. Let $N\ge1$, let $K$ be closed, and put $q=a-b$ with $a,b\in K$. The map $k\mapsto q+k$ sends $K$ into itself and is injective, so it permutes the finite set $K$. Summing over the mesh gives
$$\sum_{k\in K}k=\sum_{k\in K}(q+k)=Nq+\sum_{k\in K}k,$$
hence $Nq=0$ in $\mathbb R/\mathbb Z$.

Fix a point of $K$ with real representative $t$, and let $u$ represent any other point or the same one. Then $N(u-t)=n$ is an integer, and $u=(n+s)/N$ with $s=Nt$. Changing $n$ by a multiple of $N$ changes $u$ by an integer, so $n$ can be reduced to $0,\dots,N-1$. Thus $K$ lies in a grid of at most $N$ points; having $N$ points itself, it fills the grid.

Conversely, two grid points with indices $r,r'$ coincide only if $(r-r')/N$ is an integer. Since $|r-r'|<N$, this forces $r=r'$, so there are $N$ points. Combining indices $i,j,l$ gives
$$\frac{i+s}{N}-\frac{j+s}{N}+\frac{l+s}{N}=\frac{(i-j+l)+s}{N},$$
which is again on the grid.

Without closure the conclusion fails: $\{0,1/4\}$ has two points but is not a uniform two-point grid, and $1/4-0+1/4=1/2$ is missing.

In periodic electronic-structure calculations, momentum conservation fixes the fourth momentum of a two-electron integral from the other three; for a finite one-dimensional mesh, the result identifies the meshes that always contain it.

## Meshes and transfers in Lean

```lean
import Mathlib

open Finset

namespace MomentumTransferClosure

noncomputable section
```

A mesh is a `Finset`, so it is finite and has no repeated points. Closure is stated for any abelian group of momenta.

```lean
/-- A mesh of momenta is closed under momentum transfer if `a - b + c` is a mesh point
whenever `a`, `b`, `c` are. -/
def TransferClosed {G : Type*} [AddCommGroup G] (K : Finset G) : Prop :=
  ∀ a ∈ K, ∀ b ∈ K, ∀ c ∈ K, a - b + c ∈ K
```

The set of transfers counts each difference once, including zero.

```lean
open scoped Classical in
/-- The set of distinct momentum transfers `a - b` between points of a mesh. -/
def transfers {G : Type*} [AddCommGroup G] (K : Finset G) : Finset G :=
  (K ×ˢ K).image fun p => p.1 - p.2
```

`UnitAddCircle` is $\mathbb R/\mathbb Z$. The shift `s` is measured in grid spacings, not in reciprocal lattice vectors.

```lean
open scoped Classical in
/-- The uniform mesh of the classes of `(r + s) / N`, `r = 0, ..., N - 1`, in the
one-dimensional Brillouin zone `ℝ/ℤ`. -/
def grid (N : ℕ) (s : ℝ) : Finset UnitAddCircle :=
  (Finset.range N).image fun r : ℕ => ((((r : ℝ) + s) / N : ℝ) : UnitAddCircle)
```

## Indices and distinct points

Equality on the circle becomes equality of real numbers up to an integer.

```lean
/-- Two real momenta are the same point of the Brillouin zone exactly when they differ by
a reciprocal lattice vector, here an integer. -/
theorem coe_eq_iff (x y : ℝ) :
    (x : UnitAddCircle) = (y : UnitAddCircle) ↔ ∃ m : ℤ, x = y + m := by
  rw [← sub_eq_zero, ← AddCircle.coe_sub, AddCircle.coe_eq_zero_iff]
  constructor
  · rintro ⟨m, hm⟩
    rw [zsmul_eq_mul, mul_one] at hm
    exact ⟨m, by linarith⟩
  · rintro ⟨m, hm⟩
    refine ⟨m, ?_⟩
    rw [zsmul_eq_mul, mul_one]
    linarith
```

Division with remainder folds an arbitrary integer index back into the range below `N`.

```lean
/-- The index of a point of a nonempty uniform mesh may run over all integers. -/
theorem mem_grid {N : ℕ} (hN : 0 < N) (s : ℝ) (x : UnitAddCircle) :
    x ∈ grid N s ↔ ∃ n : ℤ, x = ((((n : ℝ) + s) / N : ℝ) : UnitAddCircle) := by
  have hN' : (N : ℝ) ≠ 0 := by positivity
  unfold grid
  rw [Finset.mem_image]
  constructor
  · rintro ⟨r, _, rfl⟩
    exact ⟨(r : ℤ), by rw [Int.cast_natCast]⟩
  · rintro ⟨n, rfl⟩
    -- reduce the index to the range `0, ..., N - 1` by division with remainder
    have h0 : 0 ≤ n % (N : ℤ) := Int.emod_nonneg _ (by omega)
    have hlt : n % (N : ℤ) < N := Int.emod_lt_of_pos n (by omega)
    obtain ⟨r, hr⟩ := Int.eq_ofNat_of_zero_le h0
    obtain ⟨q, hq⟩ : ∃ q : ℤ, n = r + N * q :=
      ⟨n / N, by have := Int.emod_def n N; linarith⟩
    have hq' : (n : ℝ) = r + N * q := by exact_mod_cast hq
    refine ⟨r, Finset.mem_range.mpr (by omega), (coe_eq_iff _ _).mpr ⟨-q, ?_⟩⟩
    rw [hq', Int.cast_neg, div_add' _ _ _ hN', div_left_inj' hN']
    ring
```

For the count, equal grid points give $r=r'+mN$. The bounds on the indices force $-1<m<1$, so $m=0$.

```lean
/-- The uniform mesh `grid N s` has exactly `N` distinct points. -/
theorem card_grid (N : ℕ) (s : ℝ) : (grid N s).card = N := by
  unfold grid
  rw [Finset.card_image_of_injOn, Finset.card_range]
  intro r hr r' hr' h
  have hr1 : r < N := by simpa using hr
  have hr2 : r' < N := by simpa using hr'
  have hN' : (N : ℝ) ≠ 0 := by
    have : N ≠ 0 := by omega
    exact_mod_cast this
  obtain ⟨m, hm⟩ := (coe_eq_iff (((r : ℝ) + s) / N) (((r' : ℝ) + s) / N)).mp h
  have e : ((r : ℝ) + s) / N * N = (((r' : ℝ) + s) / N + m) * N := by rw [hm]
  rw [add_mul, div_mul_cancel₀ _ hN', div_mul_cancel₀ _ hN'] at e
  have h1 : (r : ℝ) = r' + m * N := by linarith
  have h2 : (r : ℤ) = r' + m * N := by exact_mod_cast h1
  have hNn : (0 : ℤ) ≤ N := by omega
  -- two indices below `N` cannot differ by a nonzero multiple of `N`
  have hm1 : m < 1 := by
    by_contra hc
    have := mul_le_mul_of_nonneg_right (not_lt.mp hc) hNn
    linarith [(by omega : (r : ℤ) < N), (by omega : (0 : ℤ) ≤ r')]
  have hm2 : -1 < m := by
    by_contra hc
    have := mul_le_mul_of_nonneg_right (not_lt.mp hc) hNn
    linarith [(by omega : (r' : ℤ) < N), (by omega : (0 : ℤ) ≤ r)]
  have hm0 : m = 0 := by omega
  rw [hm0, zero_mul, add_zero] at h2
  exact_mod_cast h2
```

## Closure forces the grid

Here `himg` says that translation permutes the mesh, and `h` compares the two sums. The symbol `•` denotes repeated addition.

```lean
/-- In any abelian group of momenta, a transfer between two points of a closed mesh,
multiplied by the number of mesh points, vanishes. -/
theorem card_nsmul_transfer {G : Type*} [AddCommGroup G] {K : Finset G}
    (hK : TransferClosed K) {a b : G} (ha : a ∈ K) (hb : b ∈ K) :
    K.card • (a - b) = 0 := by
  classical
  -- translation by the transfer permutes the mesh
  have himg : K.image (fun k => a - b + k) = K := by
    apply Finset.eq_of_subset_of_card_le
    · intro x hx
      obtain ⟨k, hk, rfl⟩ := Finset.mem_image.mp hx
      exact hK a ha b hb k hk
    · exact (Finset.card_image_of_injective _ (add_right_injective (a - b))).ge
  -- compare the total momentum before and after the translation
  have h : ∑ x ∈ K.image (fun k => a - b + k), x = ∑ k ∈ K, (a - b + k) :=
    Finset.sum_image (by intro x _ y _ hxy; exact add_right_injective (a - b) hxy)
  rw [himg, Finset.sum_add_distrib, Finset.sum_const] at h
  calc K.card • (a - b) = (K.card • (a - b) + ∑ k ∈ K, k) - ∑ k ∈ K, k :=
        (add_sub_cancel_right _ _).symm
    _ = 0 := by rw [← h, sub_self]
```

The main theorem chooses real representatives `t` and `u`, takes `K.card * t` as the shift, and turns inclusion into equality by counting. Its reverse direction uses the index $i-j+l$.

```lean
/-- A finite mesh in the one-dimensional Brillouin zone has `N` points and is closed under
momentum transfer if and only if it is a shifted uniform grid of `N` points. -/
theorem transferClosed_iff_grid (K : Finset UnitAddCircle) (N : ℕ) :
    (TransferClosed K ∧ K.card = N) ↔ ∃ s : ℝ, K = grid N s := by
  constructor
  · rintro ⟨hK, rfl⟩
    rcases K.eq_empty_or_nonempty with rfl | ⟨k, hk⟩
    · exact ⟨0, by simp [grid]⟩
    have hN : 0 < K.card := Finset.card_pos.mpr ⟨k, hk⟩
    have hN' : (K.card : ℝ) ≠ 0 := by positivity
    obtain ⟨t, ht⟩ : ∃ t : ℝ, (t : UnitAddCircle) = k := QuotientAddGroup.mk_surjective k
    refine ⟨K.card * t, Finset.eq_of_subset_of_card_le ?_ (card_grid _ _).le⟩
    intro x hx
    obtain ⟨u, hu⟩ : ∃ u : ℝ, (u : UnitAddCircle) = x := QuotientAddGroup.mk_surjective x
    -- the transfer from `k` to `x` is a multiple of `1 / N`
    have h := card_nsmul_transfer hK hx hk
    rw [← hu, ← ht, ← AddCircle.coe_sub, ← AddCircle.coe_nsmul,
      AddCircle.coe_eq_zero_iff] at h
    obtain ⟨n, hn⟩ := h
    rw [zsmul_eq_mul, mul_one, nsmul_eq_mul] at hn
    rw [mem_grid hN, ← hu]
    refine ⟨n, (coe_eq_iff _ _).mpr ⟨0, ?_⟩⟩
    rw [Int.cast_zero, add_zero, eq_div_iff hN', hn]
    ring
  · rintro ⟨s, rfl⟩
    refine ⟨?_, card_grid N s⟩
    rcases Nat.eq_zero_or_pos N with rfl | hN
    · intro a ha
      simp [grid] at ha
    intro a ha b hb c hc
    obtain ⟨i, rfl⟩ := (mem_grid hN s a).mp ha
    obtain ⟨j, rfl⟩ := (mem_grid hN s b).mp hb
    obtain ⟨l, rfl⟩ := (mem_grid hN s c).mp hc
    rw [mem_grid hN, ← AddCircle.coe_sub, ← AddCircle.coe_add]
    exact ⟨i - j + l, (coe_eq_iff _ _).mpr ⟨0, by push_cast; ring⟩⟩
```

## Counting transfers

For each $c\in K$, the set $K-c$ has $|K|$ elements and consists of transfers. If $K$ is closed, $a-b=(a-b+c)-c$ shows that it contains every transfer. Conversely, if there are only $|K|$ transfers, then $K-c$ is all of them, so $a-b=k-c$ for some $k\in K$, and $a-b+c=k$. The empty mesh satisfies both conditions.

```lean
/-- In any abelian group of momenta, a finite mesh is closed under momentum transfer exactly
when it has as many distinct transfers as points. -/
theorem transferClosed_iff_card_transfers {G : Type*} [AddCommGroup G] (K : Finset G) :
    TransferClosed K ↔ (transfers K).card = K.card := by
  classical
  have hcard : ∀ c : G, (K.image fun k => k - c).card = K.card := fun c =>
    Finset.card_image_of_injective _ (sub_left_injective (b := c))
  have hsub : ∀ c ∈ K, (K.image fun k => k - c) ⊆ transfers K := by
    intro c hc x hx
    obtain ⟨k, hk, rfl⟩ := Finset.mem_image.mp hx
    exact Finset.mem_image.mpr ⟨(k, c), Finset.mem_product.mpr ⟨hk, hc⟩, rfl⟩
  constructor
  · intro hK
    rcases K.eq_empty_or_nonempty with rfl | ⟨c, hc⟩
    · simp [transfers]
    -- every transfer can be made to start from the same point `c`
    have heq : (K.image fun k => k - c) = transfers K := by
      refine Finset.Subset.antisymm (hsub c hc) ?_
      intro x hx
      obtain ⟨⟨a, b⟩, hab, rfl⟩ := Finset.mem_image.mp hx
      obtain ⟨ha, hb⟩ := Finset.mem_product.mp hab
      exact Finset.mem_image.mpr ⟨a - b + c, hK a ha b hb c hc, add_sub_cancel_right _ _⟩
    rw [← heq, hcard]
  · intro h a ha b hb c hc
    have heq := Finset.eq_of_subset_of_card_le (hsub c hc) (by rw [h, hcard])
    have hab : a - b ∈ transfers K :=
      Finset.mem_image.mpr ⟨(a, b), Finset.mem_product.mpr ⟨ha, hb⟩, rfl⟩
    rw [← heq] at hab
    obtain ⟨k, hk, hkc⟩ := Finset.mem_image.mp hab
    have hk' : a - b + c = k := by rw [← hkc, sub_add_cancel]
    rwa [hk']
```

On the circle, this count therefore identifies the uniform grids. The pair $\{0,1/4\}$ has three transfers, $0$ and $\pm1/4$.

```lean
/-- A finite mesh in the one-dimensional Brillouin zone has as many distinct momentum
transfers as points exactly when it is a shifted uniform grid. -/
theorem card_transfers_eq_iff_grid (K : Finset UnitAddCircle) :
    (transfers K).card = K.card ↔ ∃ s : ℝ, K = grid K.card s := by
  rw [← transferClosed_iff_card_transfers, ← transferClosed_iff_grid]
  exact ⟨fun h => ⟨h, rfl⟩, fun h => h.1⟩
```

## Grids symmetric under inversion

If a nonempty grid is invariant under $k\mapsto-k$, the negative of $s/N$ equals $(n+s)/N+m$ for integers $n,m$, so $2s=-n-mN$. Conversely, if $2s=m$ is an integer, then $-(n+s)/N=(-n-m+s)/N$. Up to relabelling the points, the shift is zero or half a spacing.

```lean
/-- A nonempty uniform grid is invariant under `k → -k` exactly when twice its shift `s`,
measured in grid spacings, is an integer. -/
theorem grid_neg_iff {N : ℕ} (hN : 0 < N) (s : ℝ) :
    (∀ k ∈ grid N s, -k ∈ grid N s) ↔ ∃ m : ℤ, 2 * s = m := by
  have hN' : (N : ℝ) ≠ 0 := by positivity
  constructor
  · intro h
    obtain ⟨n, hn⟩ := (mem_grid hN s _).mp (h _ ((mem_grid hN s _).mpr ⟨0, rfl⟩))
    rw [← AddCircle.coe_neg, coe_eq_iff] at hn
    obtain ⟨m, hm⟩ := hn
    have e := congrArg (fun y : ℝ => y * N) hm
    simp only [neg_mul, add_mul, div_mul_cancel₀ _ hN', Int.cast_zero] at e
    exact ⟨-n - m * N, by push_cast; linarith⟩
  · rintro ⟨m, hm⟩ k hk
    obtain ⟨n, rfl⟩ := (mem_grid hN s k).mp hk
    rw [mem_grid hN, ← AddCircle.coe_neg]
    refine ⟨-n - m, (coe_eq_iff _ _).mpr ⟨0, ?_⟩⟩
    push_cast
    rw [← hm]
    ring

end

end MomentumTransferClosure
```

```lean
#print axioms MomentumTransferClosure.transferClosed_iff_grid
-- 'MomentumTransferClosure.transferClosed_iff_grid' depends on axioms: [propext, Classical.choice, Quot.sound]
#print axioms MomentumTransferClosure.card_transfers_eq_iff_grid
-- 'MomentumTransferClosure.card_transfers_eq_iff_grid' depends on axioms: [propext, Classical.choice, Quot.sound]
#print axioms MomentumTransferClosure.grid_neg_iff
-- 'MomentumTransferClosure.grid_neg_iff' depends on axioms: [propext, Classical.choice, Quot.sound]
```

The grid classification concerns one dimension only; the permutation and counting theorems hold for finite meshes in any abelian group. Band energies and integration weights do not enter.
